# Two normalised orbitals with overlap $|s|<1$: the levels enclose the on-site energies, and $t=as$ leaves the lower one unshifted

Once the Hamiltonian and overlap matrices of two localised orbitals are known, their elements show whether the orbitals' interaction shifts a level away from its on-site energy. In a two-orbital, one-electron model, the number to test for the lower level is $t-as$, and for the upper level $t-bs$. The bare coupling $t$ doesn't settle the question when the orbitals overlap.

Here $a$ and $b$ are the on-site energies, $t$ is the coupling and $s$ is the overlap:

$$H=\begin{pmatrix}a&t\\t&b\end{pmatrix},\qquad S=\begin{pmatrix}1&s\\s&1\end{pmatrix}.$$

A level is a real $E$ for which $Hv=ESv$ has a nonzero solution $v$. Let $L$ and $U$ be the lower and upper levels. If $a\le b$ and $|s|<1$, then

$$L\le a\le b\le U,\qquad L=a\iff t=as,\qquad U=b\iff t=bs.$$

For example, $a=b=1$, $t=0$ and $s=\tfrac12$ give levels $\tfrac23$ and $2$: the coupling is zero, and both levels are shifted.

## Real matrix elements and normalised orbitals

Two assumptions are built into the matrices. All entries are real, as for real orbitals without a magnetic field, and the diagonal of $S$ is 1, so each orbital is normalised and $a$, $b$ are the expectation values of the full Hamiltonian in the single orbitals. They can differ from the energies of isolated atoms.

In Lean 4 with Mathlib:

```lean
import Mathlib

open Matrix

namespace OverlapCoupling

noncomputable section

/-- The Hamiltonian matrix of two orbitals with on-site energies `a`, `b` and coupling `t`. -/
def hamiltonian (a b t : ℝ) : Matrix (Fin 2) (Fin 2) ℝ := !![a, t; t, b]

/-- The overlap matrix of two normalised orbitals with mutual overlap `s`. -/
def overlap (s : ℝ) : Matrix (Fin 2) (Fin 2) ℝ := !![1, s; s, 1]

/-- `E` is a generalised level if `H v = E S v` has a nonzero solution `v`. -/
def IsLevel (a b t s E : ℝ) : Prop :=
  ∃ v : Fin 2 → ℝ, v ≠ 0 ∧ hamiltonian a b t *ᵥ v = E • (overlap s *ᵥ v)
```

In `IsLevel`, the vector `v : Fin 2 → ℝ` holds the two expansion coefficients, `*ᵥ` is matrix times vector, and `•` multiplies by the number $E$. The four parameters are arbitrary real numbers; they are not derived from orbitals or from a potential. The model has no further orbitals and no self-consistency.

By hand, normalisation enters when the determinant is written out. A nonzero $v$ with $(H-ES)v=0$ exists exactly when $\det(H-ES)=0$, and the unit diagonal of $S$ makes this

$$p(E)=(a-E)(b-E)-(t-Es)^2=0.$$

The theorem `isLevel_iff_secular` below makes the same use of it.

Without normalisation the lower bound can fail. Take $H=\mathrm{diag}(-2,3)$ and $S=\mathrm{diag}(2,1)$. The levels are $-1$ and $3$, so the lower level lies above the matrix element $-2$.

Reality is less essential. For Hermitian matrices with complex $t$ and $s$, the square becomes $|t-Es|^2$, and the argument below gives the neighbouring result with the same bounds and the same two equality conditions, again for $a\le b$ and $|s|<1$.

## Linearly independent orbitals: $|s|<1$

For normalised orbitals, $|s|<1$ says that they are linearly independent. Equivalently, $S$ is positive definite, with determinant $1-s^2>0$.

By hand, this sign is used three times. Expanding the secular determinant gives

$$p(E)=(1-s^2)E^2-(a+b-2ts)E+ab-t^2,$$

with discriminant

$$D=(a+b-2ts)^2-4(1-s^2)(ab-t^2).$$

First, the sign makes $D$ nonnegative. Completing the square gives, for every $E$,

$$D=\bigl(2(1-s^2)E-(a+b-2ts)\bigr)^2-4(1-s^2)\,p(E).$$

At $E=a$ we have $p(a)=-(t-as)^2$, so $D$ is a sum of two nonnegative terms. The roots are therefore real:

$$L,U=\frac{a+b-2ts\mp\sqrt D}{2(1-s^2)},\qquad p(E)=(1-s^2)(E-L)(E-U).$$

Second, the positive denominator gives $L\le U$.

Third, it fixes the sign of $p$ outside the interval from $L$ to $U$. If $E<L$, both factors $E-L$ and $E-U$ are negative; if $E>U$, both are positive. In either case $p(E)>0$. Hence $p(E)\le0$ forces $L\le E\le U$.

The formal definitions are the discriminant and the two roots.

```lean
/-- The discriminant of the secular equation, as a quadratic in the energy. -/
def disc (a b t s : ℝ) : ℝ :=
  (a + b - 2 * t * s) ^ 2 - 4 * (1 - s ^ 2) * (a * b - t ^ 2)

/-- The lower root of the secular equation, for overlaps `|s| < 1`. -/
def lowerLevel (a b t s : ℝ) : ℝ :=
  (a + b - 2 * t * s - √(disc a b t s)) / (2 * (1 - s ^ 2))

/-- The upper root of the secular equation, for overlaps `|s| < 1`. -/
def upperLevel (a b t s : ℝ) : ℝ :=
  (a + b - 2 * t * s + √(disc a b t s)) / (2 * (1 - s ^ 2))
```

The sign of $1-s^2$ comes from the product $(1-s)(1+s)$ of two positive numbers.

```lean
variable {a b t s : ℝ}

/-- For `|s| < 1` the quantity `1 - s²`, the determinant of the overlap matrix, is positive. -/
theorem one_sub_sq_pos (hs : |s| < 1) : 0 < 1 - s ^ 2 := by
  obtain ⟨h1, h2⟩ := abs_lt.1 hs
  nlinarith [mul_pos (show 0 < 1 - s by linarith) (show 0 < 1 + s by linarith)]
```

The secular equation itself needs no bound on $s$. Its proof computes the determinant in `hdet` and then uses the equivalence between a zero determinant and a nonzero vector in the kernel.

```lean
/-- An energy is a generalised level exactly when it solves the secular equation. -/
theorem isLevel_iff_secular (E : ℝ) :
    IsLevel a b t s E ↔ (a - E) * (b - E) = (t - E * s) ^ 2 := by
  have hdet : (hamiltonian a b t - E • overlap s).det
      = (a - E) * (b - E) - (t - E * s) ^ 2 := by
    rw [Matrix.det_fin_two]
    simp [hamiltonian, overlap]
    ring
  unfold IsLevel
  rw [← sub_eq_zero (a := (a - E) * (b - E)), ← hdet, ← Matrix.exists_mulVec_eq_zero_iff]
  simp only [Matrix.sub_mulVec, Matrix.smul_mulVec, sub_eq_zero]
```

The factorisation follows the calculation above. The step `hd` writes $D$ as the sum of nonnegative terms, so that $(\sqrt D)^2=D$; `hL` and `hU` clear the denominators in $L$ and $U$. Both sides are then multiplied by $4(1-s^2)$, and `linear_combination` verifies the resulting identity.

```lean
/-- For `|s| < 1` the secular determinant factors over the lower and upper levels. -/
theorem secular_factor (hs : |s| < 1) (E : ℝ) :
    (a - E) * (b - E) - (t - E * s) ^ 2
      = (1 - s ^ 2) * ((E - lowerLevel a b t s) * (E - upperLevel a b t s)) := by
  have hp := one_sub_sq_pos hs
  have hne : 1 - s ^ 2 ≠ 0 := hp.ne'
  -- the discriminant is a sum of nonnegative terms
  have hd : 0 ≤ disc a b t s := by
    have h : disc a b t s = (2 * (1 - s ^ 2) * a - (a + b - 2 * t * s)) ^ 2
        + 4 * (1 - s ^ 2) * (t - a * s) ^ 2 := by
      unfold disc
      ring
    rw [h]
    positivity
  have hr := Real.sq_sqrt hd
  have hL : 2 * (1 - s ^ 2) * lowerLevel a b t s
      = a + b - 2 * t * s - √(disc a b t s) := by
    unfold lowerLevel
    field_simp
  have hU : 2 * (1 - s ^ 2) * upperLevel a b t s
      = a + b - 2 * t * s + √(disc a b t s) := by
    unfold upperLevel
    field_simp
  -- complete the square, then cancel the common factor
  apply mul_left_cancel₀ (mul_ne_zero (four_ne_zero (α := ℝ)) hne)
  rw [show disc a b t s = (a + b - 2 * t * s) ^ 2 - 4 * (1 - s ^ 2) * (a * b - t ^ 2)
    from rfl] at hr hL hU
  linear_combination hr
    + (2 * (1 - s ^ 2) * E - 2 * (1 - s ^ 2) * upperLevel a b t s) * hL
    + (2 * (1 - s ^ 2) * E - (a + b - 2 * t * s)
      + √((a + b - 2 * t * s) ^ 2 - 4 * (1 - s ^ 2) * (a * b - t ^ 2))) * hU
```

A product vanishes only if a factor does, and $1-s^2$ doesn't. So the levels are exactly the two roots, which coincide when $D=0$.

```lean
/-- For `|s| < 1` the generalised levels are exactly the lower and the upper level. -/
theorem isLevel_iff (hs : |s| < 1) (E : ℝ) :
    IsLevel a b t s E ↔ E = lowerLevel a b t s ∨ E = upperLevel a b t s := by
  rw [isLevel_iff_secular, ← sub_eq_zero, secular_factor hs, mul_eq_zero, mul_eq_zero,
    or_iff_right (one_sub_sq_pos hs).ne', sub_eq_zero, sub_eq_zero]
```

The ordering compares two numerators over the same positive denominator.

```lean
/-- For `|s| < 1` the lower level does not exceed the upper level. -/
theorem lower_le_upper (hs : |s| < 1) : lowerLevel a b t s ≤ upperLevel a b t s := by
  have hp := one_sub_sq_pos hs
  unfold lowerLevel upperLevel
  exact div_le_div_of_nonneg_right (by linarith [Real.sqrt_nonneg (disc a b t s)])
    (by linarith)
```

The next theorem locates energies with $p(E)\le0$. Each half assumes that $E$ lies outside the interval and builds a positive product with `mul_pos`, which contradicts the factorisation.

```lean
/-- For `|s| < 1`, an energy at which the secular determinant is not positive lies between
the two levels. -/
theorem between_levels (hs : |s| < 1) {E : ℝ} (hE : (a - E) * (b - E) ≤ (t - E * s) ^ 2) :
    lowerLevel a b t s ≤ E ∧ E ≤ upperLevel a b t s := by
  have hp := one_sub_sq_pos hs
  have hf := secular_factor (a := a) (b := b) (t := t) hs E
  have hLU := lower_le_upper (a := a) (b := b) (t := t) hs
  constructor
  · by_contra hn
    have hn' := not_le.1 hn
    have h := mul_pos hp (mul_pos (sub_pos.2 hn') (sub_pos.2 (hn'.trans_le hLU)))
    nlinarith
  · by_contra hn
    have hn' := not_le.1 hn
    have h := mul_pos hp (mul_pos (sub_pos.2 (hLU.trans_lt hn')) (sub_pos.2 hn'))
    nlinarith
```

The condition $|s|<1$ can't be relaxed to $|s|\le1$. With $s=1$, $a=b=1$ and $t=0$, the secular equation is $(1-E)^2=E^2$. Its only solution is $E=\tfrac12$, so no level lies at or above $b$. This counter-example is purely algebraic, since no pair of orbitals has these matrix elements: normalised orbitals with $s=1$ are the same function, which forces $a=b=t$. In that case every real $E$ is a level: the vector with coefficients $1$ and $-1$ is annihilated by both matrices.

## Ordered on-site energies: $a\le b$

This hypothesis is a labelling convention: $a$ belongs to the orbital with the lower energy, and equal energies are allowed.

The bounds $L\le a$ and $b\le U$ don't use it. They follow from

$$p(a)=-(t-as)^2\le0,\qquad p(b)=-(t-bs)^2\le0.$$

One direction of each equality condition doesn't use it either. If $L=a$, then $p(a)=0$, hence $t=as$. If $U=b$, then $p(b)=0$, hence $t=bs$.

The ordering is used in the converse. Suppose $t=as$. Then $p(a)=0$, so $a$ is one of the two levels. If $a=L$, we are done. If $a=U$, then $b\le U=a\le b$, so $a=b$, and the determinant becomes

$$p(E)=(a-E)^2-s^2(a-E)^2=(1-s^2)(E-a)^2.$$

Its only root is $a$, so $L=a$ here as well. For $t=bs$, the energy $b$ is a level. If it is $L$, then $b=L\le a\le b$ gives $a=b$ again, and the same double root gives $U=b$.

```lean
/-- For `a ≤ b` and `|s| < 1` the levels enclose the on-site energies. The lower level equals
`a` exactly when `t = a s`, and the upper level equals `b` exactly when `t = b s`. -/
theorem levels_enclose_onsite (hab : a ≤ b) (hs : |s| < 1) :
    lowerLevel a b t s ≤ a ∧ b ≤ upperLevel a b t s ∧
      (lowerLevel a b t s = a ↔ t = a * s) ∧ (upperLevel a b t s = b ↔ t = b * s) := by
  have hne := (one_sub_sq_pos hs).ne'
  have ha : lowerLevel a b t s ≤ a :=
    (between_levels hs (by nlinarith [sq_nonneg (t - a * s)])).1
  have hb : b ≤ upperLevel a b t s :=
    (between_levels hs (by nlinarith [sq_nonneg (t - b * s)])).2
  refine ⟨ha, hb, ⟨fun h => ?_, fun ht => ?_⟩, ⟨fun h => ?_, fun ht => ?_⟩⟩
  · have h1 := (isLevel_iff_secular a).1 ((isLevel_iff hs a).2 (Or.inl h.symm))
    have h2 : (t - a * s) ^ 2 = 0 := by linear_combination -h1
    exact sub_eq_zero.1 (pow_eq_zero_iff two_ne_zero |>.1 h2)
  · have h1 : IsLevel a b t s a := (isLevel_iff_secular a).2 (by rw [ht]; ring)
    rcases (isLevel_iff hs a).1 h1 with h | h
    · exact h.symm
    · -- if `a` is the upper level, the orbitals are degenerate and the levels coincide
      have hba : b = a := by linarith
      have hf := secular_factor (a := a) (b := b) (t := t) hs (lowerLevel a b t s)
      have h2 : (1 - s ^ 2) * (lowerLevel a b t s - a) ^ 2 = 0 := by
        linear_combination hf - (a - lowerLevel a b t s) * hba
          + (t + a * s - 2 * lowerLevel a b t s * s) * ht
      have h3 := (mul_eq_zero.1 h2).resolve_left hne
      exact sub_eq_zero.1 (pow_eq_zero_iff two_ne_zero |>.1 h3)
  · have h1 := (isLevel_iff_secular b).1 ((isLevel_iff hs b).2 (Or.inr h.symm))
    have h2 : (t - b * s) ^ 2 = 0 := by linear_combination -h1
    exact sub_eq_zero.1 (pow_eq_zero_iff two_ne_zero |>.1 h2)
  · have h1 : IsLevel a b t s b := (isLevel_iff_secular b).2 (by rw [ht]; ring)
    rcases (isLevel_iff hs b).1 h1 with h | h
    · have hba : a = b := by linarith
      have hf := secular_factor (a := a) (b := b) (t := t) hs (upperLevel a b t s)
      have h2 : (1 - s ^ 2) * (upperLevel a b t s - b) ^ 2 = 0 := by
        linear_combination hf - (b - upperLevel a b t s) * hba
          + (t + b * s - 2 * upperLevel a b t s * s) * ht
      have h3 := (mul_eq_zero.1 h2).resolve_left hne
      exact sub_eq_zero.1 (pow_eq_zero_iff two_ne_zero |>.1 h3)
    · exact h.symm
```

The statement contains the two bounds and the two equivalences; the middle inequality $a\le b$ is the hypothesis `hab`. In the proof, `ha` and `hb` apply `between_levels` at $E=a$ and $E=b$. The four bullets are the four implications. In the converse ones, `rcases` separates the cases "lower level" and "upper level". In the case that needs work, `hba` is the forced degeneracy, and `h2` evaluates the double-root form of $p$ at the other level.

Without the ordering, a converse can fail. For $a=1$, $b=0$ and $s=t=0$, the condition $t=as$ holds, but $L=0\ne a$.

## Zero coupling, and strict ordering for two unshifted levels

Setting $t=0$ turns the equality conditions into $as=0$ and $bs=0$. With zero coupling and nonzero overlap, a level stays in place only if its on-site energy happens to be zero.

```lean
/-- At zero coupling, with `a ≤ b` and `|s| < 1`, the lower level is unshifted exactly when
`a = 0` or `s = 0`, and the upper level exactly when `b = 0` or `s = 0`. -/
theorem zero_coupling (hab : a ≤ b) (hs : |s| < 1) :
    (lowerLevel a b 0 s = a ↔ a = 0 ∨ s = 0) ∧
      (upperLevel a b 0 s = b ↔ b = 0 ∨ s = 0) := by
  obtain ⟨-, -, h1, h2⟩ := levels_enclose_onsite (t := 0) hab hs
  exact ⟨by rw [h1, eq_comm, mul_eq_zero], by rw [h2, eq_comm, mul_eq_zero]⟩
```

If both levels are unshifted, then $as=t=bs$, so $(b-a)s=0$. Under the stronger hypothesis $a<b$ this gives $s=0$, and then $t=0$. The proof takes the same difference of the two conditions; the reverse direction is substitution.

```lean
/-- For distinct on-site energies `a < b` and `|s| < 1`, both levels are unshifted exactly
when overlap and coupling both vanish. -/
theorem both_unshifted_iff (hab : a < b) (hs : |s| < 1) :
    (lowerLevel a b t s = a ∧ upperLevel a b t s = b) ↔ s = 0 ∧ t = 0 := by
  obtain ⟨-, -, h1, h2⟩ := levels_enclose_onsite (t := t) hab.le hs
  rw [h1, h2]
  constructor
  · rintro ⟨ha, hb⟩
    have h : (b - a) * s = 0 := by linear_combination ha - hb
    have h0 : s = 0 := (mul_eq_zero.1 h).resolve_left (sub_pos.2 hab).ne'
    exact ⟨h0, by rw [ha, h0, mul_zero]⟩
  · rintro ⟨h0, ht⟩
    simp [h0, ht]
```

Here $a\le b$ would not be enough. With $a=b=1$ and $s=t=\tfrac12$ the matrices $H$ and $S$ are equal, so both levels are 1 and unshifted, although neither overlap nor coupling vanishes.

## The energy origin changes $t$ but not $t-as$

The special role of zero on-site energy reflects the choice of energy origin. Moving the origin adds $cS$ to $H$, for a real constant $c$, so $a$, $b$ and $t$ become $a+c$, $b+c$ and $t+cs$. Since $Hv=ESv$ is equivalent to $(H+cS)v=(E+c)Sv$, both levels move by $c$. The combination that decides whether the lower level is shifted stays the same:

$$(t+cs)-(a+c)s=t-as.$$

The same holds for $t-bs$. When $s\ne0$, the choice $c=-t/s$ makes the coupling zero without changing the level spacing, so a vanishing $t$ has no meaning independent of the origin.

```lean
/-- For `|s| < 1`, adding `c` times the overlap matrix to the Hamiltonian moves both levels
by `c`. -/
theorem levels_shift_origin (hs : |s| < 1) (c : ℝ) :
    lowerLevel (a + c) (b + c) (t + c * s) s = lowerLevel a b t s + c ∧
      upperLevel (a + c) (b + c) (t + c * s) s = upperLevel a b t s + c := by
  have h2 : 2 * (1 - s ^ 2) ≠ 0 := mul_ne_zero two_ne_zero (one_sub_sq_pos hs).ne'
  -- the discriminant does not depend on the energy origin
  have hd : disc (a + c) (b + c) (t + c * s) s = disc a b t s := by
    unfold disc
    ring
  unfold lowerLevel upperLevel
  rw [hd, div_add' _ _ _ h2, div_add' _ _ _ h2]
  constructor
  · congr 1
    ring
  · congr 1
    ring

end

end OverlapCoupling
```

The proof works from the root formulas. The discriminant is unchanged, by `hd`, and the numerators grow by $2(1-s^2)c$. The hypothesis $|s|<1$ supplies the nonzero denominator.

```lean
#print axioms OverlapCoupling.levels_enclose_onsite
-- 'OverlapCoupling.levels_enclose_onsite' depends on axioms: [propext, Classical.choice, Quot.sound]
#print axioms OverlapCoupling.zero_coupling
-- 'OverlapCoupling.zero_coupling' depends on axioms: [propext, Classical.choice, Quot.sound]
#print axioms OverlapCoupling.both_unshifted_iff
-- 'OverlapCoupling.both_unshifted_iff' depends on axioms: [propext, Classical.choice, Quot.sound]
#print axioms OverlapCoupling.levels_shift_origin
-- 'OverlapCoupling.levels_shift_origin' depends on axioms: [propext, Classical.choice, Quot.sound]
```
